# For orthogonal $R$, the Bond stress and strain matrices satisfy $M^{\mathsf T}N=1$

Elastic constants computed in the crystal axes generally change when they are referred to a simulation cell with another orientation. Within linear elasticity at small strain, the $6\times6$ stiffness matrix $C$ becomes $MCM^{\mathsf T}$, where $M$ is the matrix that rotates Voigt stress vectors. The transpose is not in general the inverse of $M$: a stress vector lists each shear once, while the invariant $\mathrm{tr}(\sigma^2)$ counts it twice, so a rotation need not preserve the vector's Euclidean length. Strain vectors carry doubled shears and rotate by a matrix $N$ of their own, and it is $N$ whose inverse is $M^{\mathsf T}$.

## Two vectors, two matrices

Write the symmetric stress $\sigma$ and strain $\varepsilon$ as

$$s=(\sigma_{xx},\sigma_{yy},\sigma_{zz},\sigma_{yz},\sigma_{xz},\sigma_{xy}),\qquad e=(\varepsilon_{xx},\varepsilon_{yy},\varepsilon_{zz},2\varepsilon_{yz},2\varepsilon_{xz},2\varepsilon_{xy}),$$

with components numbered 0 to 5. For a real $3\times3$ matrix $R$, let $M$ be the matrix of $\sigma\mapsto R\sigma R^{\mathsf T}$ on stress vectors and $N$ that of $\varepsilon\mapsto R\varepsilon R^{\mathsf T}$ on strain vectors. To pass from one set of Cartesian axes to another, as in the opening, take as rows of $R$ the new unit vectors written in the old axes. Let $D=\mathrm{diag}(1,1,1,2,2,2)$.

**Relation through $D$.** If a symmetric tensor $A$ has stress vector $v$, its strain vector is $Dv$. The strain vector of $RAR^{\mathsf T}$ is therefore both $NDv$ and $DMv$. Hence $ND=DM$, and $N=DMD^{-1}$ for every $R$.

**Invariant product.** The doubled shears count both off-diagonal entries, so $s\cdot e=\mathrm{tr}(\sigma\varepsilon)$. If $R^{\mathsf T}R=1$, then

$$(Ms)\cdot(Ne)=\mathrm{tr}(R\sigma R^{\mathsf T}R\varepsilon R^{\mathsf T})=\mathrm{tr}(R\sigma\varepsilon R^{\mathsf T})=\mathrm{tr}(\sigma\varepsilon)=s\cdot e.$$

Since $s$ and $e$ are arbitrary, $M^{\mathsf T}N=1$. Hooke's law $s=Ce$ then gives $Ms=MCe=(MCM^{\mathsf T})(Ne)$.

**Rotation about z.** Let $R$ turn the material by an angle $\theta$ about z with the axes fixed, which changes the components in the same way as turning the axes by $-\theta$. Components 2, 3 and 4 of $Mv$ and $Nv$ agree. The others are

$$\begin{aligned}
(Mv)_0&=\cos^2\theta\,v_0+\sin^2\theta\,v_1-2\cos\theta\sin\theta\,v_5,\\
(Mv)_1&=\sin^2\theta\,v_0+\cos^2\theta\,v_1+2\cos\theta\sin\theta\,v_5,\\
(Mv)_5&=\cos\theta\sin\theta\,(v_0-v_1)+(\cos^2\theta-\sin^2\theta)\,v_5.
\end{aligned}$$

In $N$, the halved input shear removes the factor 2 in the first two lines, and the doubled output shear doubles the first term of the third. Thus

$$Nv-Mv=\cos\theta\sin\theta\,(v_5,-v_5,0,0,0,v_0-v_1).$$

If $M$ is orthogonal, then $N=MM^{\mathsf T}N=M$, and $v=(1,0,0,0,0,0)$ forces $\cos\theta\sin\theta=0$. Conversely, if this product vanishes, $N=M$ and $M^{\mathsf T}M=M^{\mathsf T}N=1$. At 45° the product is $1/2$, so $M$ is not orthogonal.

## Voigt conventions in Lean

```lean
import Mathlib

open Matrix

namespace BondTransformation

noncomputable section
```

Vectors are functions `Fin 6 → ℝ`. Each convention has one map from vector to tensor and one back. The stress pair comes first.

```lean
/-- The symmetric stress tensor with Voigt components `(xx, yy, zz, yz, xz, xy)`. -/
def stressTensor (s : Fin 6 → ℝ) : Matrix (Fin 3) (Fin 3) ℝ :=
  !![s 0, s 5, s 4; s 5, s 1, s 3; s 4, s 3, s 2]

/-- The Voigt stress vector read off from a tensor. -/
def stressVoigt (A : Matrix (Fin 3) (Fin 3) ℝ) : Fin 6 → ℝ :=
  ![A 0 0, A 1 1, A 2 2, A 1 2, A 0 2, A 0 1]
```

The strain pair halves the shears on the way in and doubles them on the way out.

```lean
/-- The symmetric strain tensor of a Voigt strain vector, whose last three entries are
engineering shears, twice the tensor components. -/
def strainTensor (e : Fin 6 → ℝ) : Matrix (Fin 3) (Fin 3) ℝ :=
  !![e 0, e 5 / 2, e 4 / 2; e 5 / 2, e 1, e 3 / 2; e 4 / 2, e 3 / 2, e 2]

/-- The Voigt strain vector, with engineering shears, read off from a tensor. -/
def strainVoigt (A : Matrix (Fin 3) (Fin 3) ℝ) : Fin 6 → ℝ :=
  ![A 0 0, A 1 1, A 2 2, 2 * A 1 2, 2 * A 0 2, 2 * A 0 1]
```

`bondStress R` is $M$ and `bondStrain R` is $N$. Each is defined from its own linear map, so the relation through $D$ has to be proved. Neither definition requires $R$ to be orthogonal.

```lean
/-- The Bond stress matrix `M`: the matrix of `σ ↦ R σ Rᵀ` on Voigt stress vectors. -/
def bondStress (R : Matrix (Fin 3) (Fin 3) ℝ) : Matrix (Fin 6) (Fin 6) ℝ :=
  LinearMap.toMatrix'
    { toFun := fun s => stressVoigt (R * stressTensor s * Rᵀ)
      map_add' := by
        intro s t
        ext i
        fin_cases i <;>
          simp [stressVoigt, stressTensor, Matrix.mul_apply, Fin.sum_univ_three] <;> ring
      map_smul' := by
        intro c s
        ext i
        fin_cases i <;>
          simp [stressVoigt, stressTensor, Matrix.mul_apply, Fin.sum_univ_three] <;> ring }

/-- The Bond strain matrix `N`: the matrix of `ε ↦ R ε Rᵀ` on Voigt strain vectors. -/
def bondStrain (R : Matrix (Fin 3) (Fin 3) ℝ) : Matrix (Fin 6) (Fin 6) ℝ :=
  LinearMap.toMatrix'
    { toFun := fun e => strainVoigt (R * strainTensor e * Rᵀ)
      map_add' := by
        intro s t
        ext i
        fin_cases i <;>
          simp [strainVoigt, strainTensor, Matrix.mul_apply, Fin.sum_univ_three] <;> ring
      map_smul' := by
        intro c s
        ext i
        fin_cases i <;>
          simp [strainVoigt, strainTensor, Matrix.mul_apply, Fin.sum_univ_three] <;> ring }

/-- The matrix `D = diag(1,1,1,2,2,2)` that doubles the shear entries. -/
def shearWeight : Matrix (Fin 6) (Fin 6) ℝ := Matrix.diagonal ![1, 1, 1, 2, 2, 2]
```

The next lemma turns multiplication by either matrix back into the tensor transformation.

```lean
/-- The Bond matrices act on Voigt vectors as `R · Rᵀ` acts on the tensors. -/
theorem bond_mulVec (R : Matrix (Fin 3) (Fin 3) ℝ) (v : Fin 6 → ℝ) :
    bondStress R *ᵥ v = stressVoigt (R * stressTensor v * Rᵀ) ∧
      bondStrain R *ᵥ v = strainVoigt (R * strainTensor v * Rᵀ) := by
  constructor
  · rw [← Matrix.toLin'_apply, bondStress, Matrix.toLin'_toMatrix']
    rfl
  · rw [← Matrix.toLin'_apply, bondStrain, Matrix.toLin'_toMatrix']
    rfl
```

## The relation through $D$

Here `hT` and `hV` convert between the conventions, `h` is $ND=DM$, and `hD` supplies the invertibility of $D$.

```lean
/-- Engineering strains transform by `N = D M D⁻¹`. -/
theorem bondStrain_eq (R : Matrix (Fin 3) (Fin 3) ℝ) :
    bondStrain R = shearWeight * bondStress R * shearWeight⁻¹ := by
  have hT (s : Fin 6 → ℝ) : strainTensor (shearWeight *ᵥ s) = stressTensor s := by
    ext i j
    fin_cases i <;> fin_cases j <;>
      simp [strainTensor, stressTensor, shearWeight, Matrix.mulVec_diagonal]
  have hV (A : Matrix (Fin 3) (Fin 3) ℝ) :
      strainVoigt A = shearWeight *ᵥ stressVoigt A := by
    ext i
    fin_cases i <;> simp [strainVoigt, stressVoigt, shearWeight, Matrix.mulVec_diagonal]
  -- the two conventions are intertwined by `D`
  have h : bondStrain R * shearWeight = shearWeight * bondStress R := by
    apply Matrix.toLin'.injective
    refine LinearMap.ext fun s => ?_
    rw [Matrix.toLin'_apply, Matrix.toLin'_apply, ← Matrix.mulVec_mulVec,
      ← Matrix.mulVec_mulVec, (bond_mulVec R _).2, (bond_mulVec R _).1, hT, hV]
  have hD : IsUnit shearWeight.det := by
    rw [isUnit_iff_ne_zero, shearWeight, Matrix.det_diagonal]
    refine Finset.prod_ne_zero_iff.mpr fun i _ => ?_
    fin_cases i <;> simp
  rw [← h, mul_assoc, Matrix.mul_nonsing_inv _ hD, mul_one]
```

## Invariance of the stress–strain product

Reading a symmetric tensor into a vector and back loses nothing, and the dot product is the trace. Both are checked by components.

```lean
/-- A symmetric tensor is recovered from its Voigt vector in either convention. -/
theorem tensor_of_voigt (A : Matrix (Fin 3) (Fin 3) ℝ) (hA : Aᵀ = A) :
    stressTensor (stressVoigt A) = A ∧ strainTensor (strainVoigt A) = A := by
  have h (i j : Fin 3) : A j i = A i j := congrFun (congrFun hA i) j
  constructor <;> ext i j <;> fin_cases i <;> fin_cases j <;>
    simp [stressTensor, stressVoigt, strainTensor, strainVoigt, h 0 1, h 0 2, h 1 2]

/-- The product of Voigt stress and engineering strain vectors is the trace `tr(σ ε)`. -/
theorem work_eq_trace (s e : Fin 6 → ℝ) :
    s ⬝ᵥ e = (stressTensor s * strainTensor e).trace := by
  simp [dotProduct, Fin.sum_univ_six, Matrix.trace, Fin.sum_univ_three, stressTensor,
    strainTensor]
  ring
```

The hypothesis `hR` states $R^{\mathsf T}R=1$, which admits reflections as well as rotations. The proof first shows that the rotated tensors remain symmetric, then cancels the inner $R^{\mathsf T}R$ and uses cyclicity of the trace for the outer pair.

```lean
/-- For orthogonal `R`, the product of stress and strain vectors is unchanged when both
are rotated. -/
theorem work_invariant (R : Matrix (Fin 3) (Fin 3) ℝ) (hR : Rᵀ * R = 1)
    (s e : Fin 6 → ℝ) : (bondStress R *ᵥ s) ⬝ᵥ (bondStrain R *ᵥ e) = s ⬝ᵥ e := by
  have hsym (A : Matrix (Fin 3) (Fin 3) ℝ) (hA : Aᵀ = A) :
      (R * A * Rᵀ)ᵀ = R * A * Rᵀ := by
    rw [Matrix.transpose_mul, Matrix.transpose_mul, Matrix.transpose_transpose, hA, mul_assoc]
  have hs : (stressTensor s)ᵀ = stressTensor s := by
    ext i j
    fin_cases i <;> fin_cases j <;> rfl
  have he : (strainTensor e)ᵀ = strainTensor e := by
    ext i j
    fin_cases i <;> fin_cases j <;> rfl
  -- the inner factor `Rᵀ R` drops out, the outer one by cyclicity of the trace
  have h : R * stressTensor s * Rᵀ * (R * strainTensor e * Rᵀ)
      = R * (stressTensor s * strainTensor e) * Rᵀ := by
    calc _ = R * stressTensor s * (Rᵀ * R) * strainTensor e * Rᵀ := by noncomm_ring
      _ = _ := by rw [hR]; noncomm_ring
  rw [work_eq_trace, work_eq_trace, (bond_mulVec R s).1, (bond_mulVec R e).2,
    (tensor_of_voigt _ (hsym _ hs)).1, (tensor_of_voigt _ (hsym _ he)).2, h,
    Matrix.trace_mul_comm, ← mul_assoc, hR, one_mul]
```

Inserting the basis vectors `Pi.single i 1` and `Pi.single j 1` reads off entry $(i,j)$ of $M^{\mathsf T}N$.

```lean
/-- For orthogonal `R` the Bond stress and strain matrices satisfy `Mᵀ N = 1`. -/
theorem bondStress_transpose_mul_bondStrain (R : Matrix (Fin 3) (Fin 3) ℝ)
    (hR : Rᵀ * R = 1) : (bondStress R)ᵀ * bondStrain R = 1 := by
  ext i j
  have h := work_invariant R hR (Pi.single i 1) (Pi.single j 1)
  have hs : (Pi.single i 1 : Fin 6 → ℝ) ⬝ᵥ Pi.single j 1
      = (1 : Matrix (Fin 6) (Fin 6) ℝ) i j := by
    simp [Matrix.one_apply, Pi.single_apply, eq_comm (a := i) (b := j)]
  rw [← hs, ← h, Matrix.mulVec_single_one, Matrix.mulVec_single_one]
  rfl
```

Hooke's law enters as the hypothesis `h`. The matrix `C` is arbitrary: neither symmetry nor mechanical stability is assumed.

```lean
/-- If stress and strain obey Hooke's law with stiffness `C`, then after an orthogonal `R`
they obey it with stiffness `M C Mᵀ`. -/
theorem hooke_rotated (R : Matrix (Fin 3) (Fin 3) ℝ) (hR : Rᵀ * R = 1)
    (C : Matrix (Fin 6) (Fin 6) ℝ) (s e : Fin 6 → ℝ) (h : s = C *ᵥ e) :
    bondStress R *ᵥ s
      = (bondStress R * C * (bondStress R)ᵀ) *ᵥ (bondStrain R *ᵥ e) := by
  rw [h, Matrix.mulVec_mulVec, Matrix.mulVec_mulVec, mul_assoc (bondStress R * C),
    bondStress_transpose_mul_bondStrain R hR, mul_one]
```

## When $M$ is orthogonal for a rotation about z

```lean
/-- The rotation by the angle `θ` about the z axis. -/
def rotZ (θ : ℝ) : Matrix (Fin 3) (Fin 3) ℝ :=
  !![Real.cos θ, -Real.sin θ, 0; Real.sin θ, Real.cos θ, 0; 0, 0, 1]

/-- The rotation about z is an orthogonal matrix. -/
theorem rotZ_orthogonal (θ : ℝ) : (rotZ θ)ᵀ * rotZ θ = 1 := by
  ext i j
  fin_cases i <;> fin_cases j <;>
    simp [rotZ, Matrix.mul_apply, Fin.sum_univ_three] <;>
    nlinarith [Real.sin_sq_add_cos_sq θ]
```

The criterion covers this one-parameter family only. In its proof, `diff` is the formula for $Nv-Mv$, and each direction passes through `hMN`, the equality $N=M$.

```lean
/-- The Bond stress matrix of a rotation by `θ` about z is orthogonal exactly when
`cos θ sin θ = 0`. -/
theorem bondStress_rotZ_orthogonal_iff (θ : ℝ) :
    (bondStress (rotZ θ))ᵀ * bondStress (rotZ θ) = 1 ↔ Real.cos θ * Real.sin θ = 0 := by
  have key := bondStress_transpose_mul_bondStrain _ (rotZ_orthogonal θ)
  -- `N` and `M` differ by a multiple of `cos θ sin θ`
  have diff (e : Fin 6 → ℝ) : bondStrain (rotZ θ) *ᵥ e - bondStress (rotZ θ) *ᵥ e =
      (Real.cos θ * Real.sin θ) • ![e 5, -e 5, 0, 0, 0, e 0 - e 1] := by
    rw [(bond_mulVec _ e).1, (bond_mulVec _ e).2]
    ext i
    fin_cases i <;> simp [strainVoigt, stressVoigt, strainTensor, stressTensor, rotZ,
      Matrix.mul_apply, Fin.sum_univ_three] <;> ring
  constructor
  · intro hM
    have hMN : bondStrain (rotZ θ) = bondStress (rotZ θ) := by
      rw [← one_mul (bondStrain _), ← mul_eq_one_comm.mp hM, mul_assoc, key, mul_one]
    -- a uniaxial strain along x isolates the factor
    have h := diff ![1, 0, 0, 0, 0, 0]
    rw [hMN, sub_self] at h
    simpa using (congrFun h 5).symm
  · intro h
    have hMN : bondStrain (rotZ θ) = bondStress (rotZ θ) := by
      apply Matrix.toLin'.injective
      refine LinearMap.ext fun e => ?_
      rw [Matrix.toLin'_apply, Matrix.toLin'_apply, ← sub_eq_zero, diff, h, zero_smul]
    rwa [hMN] at key
```

At $\theta=\pi/4$ the criterion would require $\frac{\sqrt2}{2}\cdot\frac{\sqrt2}{2}=0$, which contradicts positivity.

```lean
/-- The Bond stress matrix of the rotation by 45 degrees about z is not orthogonal. -/
theorem bondStress_rotZ_not_orthogonal :
    (bondStress (rotZ (Real.pi / 4)))ᵀ * bondStress (rotZ (Real.pi / 4)) ≠ 1 := by
  intro hM
  have h := (bondStress_rotZ_orthogonal_iff _).mp hM
  rw [Real.cos_pi_div_four, Real.sin_pi_div_four] at h
  have hpos : 0 < √2 / 2 * (√2 / 2) := by positivity
  linarith

end

end BondTransformation
```

```lean
#print axioms BondTransformation.bondStrain_eq
#print axioms BondTransformation.bondStress_transpose_mul_bondStrain
#print axioms BondTransformation.hooke_rotated
#print axioms BondTransformation.bondStress_rotZ_not_orthogonal
```

```
'BondTransformation.bondStrain_eq' depends on axioms: [propext, Classical.choice, Quot.sound]
'BondTransformation.bondStress_transpose_mul_bondStrain' depends on axioms: [propext, Classical.choice, Quot.sound]
'BondTransformation.hooke_rotated' depends on axioms: [propext, Classical.choice, Quot.sound]
'BondTransformation.bondStress_rotZ_not_orthogonal' depends on axioms: [propext, Classical.choice, Quot.sound]
```
